# First-order response of an eigenframe and of the Löwdin matrix $S^{-1/2}$

In the Fermi–Löwdin form of self-interaction correction, each occupied orbital of one spin is attached to a point in space, its descriptor. The Fermi orbitals $F_a$ built at these points are normalised but not orthogonal. Their overlap matrix $S_{ab}=\langle F_a|F_b\rangle$ is real symmetric for real orbitals, and orthonormal orbitals follow as $\phi_a=\sum_b X_{ab}F_b$ with $X=S^{-1/2}$. When a descriptor moves along a coordinate $t$, $S$ changes, and $dX/dt$ enters the force on the descriptor. For a finite real symmetric matrix $S$ depending on one parameter, with orthonormal eigenvectors assumed differentiable, the theorems below give the derivatives of the eigenvalues, of the eigenvector of a non-degenerate level and, when all eigenvalues are positive, of $X$; the Fermi orbitals, the energy functional and the force itself are not modelled.

```lean
import Mathlib

open Matrix Filter Topology

namespace FermiLowdinResponse

noncomputable section

variable {n : Type*} [Fintype n] [DecidableEq n]
```

## The eigenframe

Rows, columns and eigenvectors all carry labels from one finite set `n`. Letters $a,b$ label components and $i,j,k$ label eigenvectors, so `v i a` is component $a$ of $v_i$. With $\langle x,y\rangle=\sum_a x_ay_a$ (Lean's `⬝ᵥ`; `*ᵥ` is matrix times vector), an eigenframe consists of vectors $v_i$ and numbers $q_i$ with
$$S^{\mathsf T}=S,\qquad Sv_i=q_iv_i,\qquad \langle v_i,v_j\rangle=\delta_{ij}.$$
No ordering of the $q_i$ and no sign of the $v_i$ is fixed.

```lean
/-- `S` is a real symmetric matrix with orthonormal eigenvectors `v i` and eigenvalues `q i`. -/
structure IsEigenframe (S : Matrix n n ℝ) (v : n → n → ℝ) (q : n → ℝ) : Prop where
  isSymm : S.IsSymm
  eig : ∀ i, S *ᵥ v i = q i • v i
  orth : ∀ i j, v i ⬝ᵥ v j = if i = j then 1 else 0
```

The Löwdin matrix is defined from the frame, $X_{ab}=\sum_k q_k^{-1/2}\,(v_k)_a(v_k)_b$.

```lean
/-- The Loewdin matrix `∑ₖ q_k^(-1/2) v_k v_kᵀ` built from vectors `v k` and numbers `q k`. -/
def invSqrt (v : n → n → ℝ) (q : n → ℝ) : Matrix n n ℝ :=
  Matrix.of fun a b => ∑ k, (√(q k))⁻¹ * (v k a * v k b)
```

## Product rule, completeness and $XSX=1$

A prime denotes the derivative at $t_0$, and unprimed quantities next to it are taken at $t_0$. For vectors $x(t)$, $y(t)$, the product rule in each component, summed over $a$, gives $\langle x,y\rangle'=\langle x',y\rangle+\langle x,y'\rangle$. In Lean, `hasDerivAt_pi` passes to components and `HasDerivAt.fun_sum` adds them.

```lean
omit [DecidableEq n] in
/-- Product rule for the scalar product of two moving vectors. -/
theorem hasDerivAt_dot {x y : ℝ → n → ℝ} {x' y' : n → ℝ} {t₀ : ℝ}
    (hx : HasDerivAt x x' t₀) (hy : HasDerivAt y y' t₀) :
    HasDerivAt (fun t => x t ⬝ᵥ y t) (x' ⬝ᵥ y t₀ + x t₀ ⬝ᵥ y') t₀ := by
  have := HasDerivAt.fun_sum (u := Finset.univ) fun a _ =>
    (hasDerivAt_pi.1 hx a).fun_mul (hasDerivAt_pi.1 hy a)
  simpa only [dotProduct, Finset.sum_add_distrib] using this
```

Let $V$ be the matrix whose rows are the $v_i$. Orthonormality reads $VV^{\mathsf T}=1$. Since $V$ is square, `mul_eq_one_comm` gives $V^{\mathsf T}V=1$, which applied to a vector $w$ is $w=\sum_j\langle v_j,w\rangle v_j$.

```lean
/-- Completeness of the eigenvectors: every vector is `w = ∑ⱼ ⟨v_j, w⟩ v_j`. -/
theorem IsEigenframe.completeness {S : Matrix n n ℝ} {v : n → n → ℝ} {q : n → ℝ}
    (h : IsEigenframe S v q) (w : n → ℝ) : w = ∑ j, (v j ⬝ᵥ w) • v j := by
  have h1 : Matrix.of v * (Matrix.of v)ᵀ = 1 := by
    ext i j
    simpa [mul_apply, one_apply, dotProduct] using h.orth i j
  have h2 := mul_eq_one_comm.1 h1
  calc w = ((Matrix.of v)ᵀ * Matrix.of v) *ᵥ w := by rw [h2, one_mulVec]
    _ = ∑ j, (v j ⬝ᵥ w) • v j := by
      rw [← mulVec_mulVec]
      ext a
      simp [mulVec, dotProduct, Finset.sum_apply, mul_comm]
```

Let all $q_k>0$. Then $Xv_i=\sum_k q_k^{-1/2}v_k\langle v_k,v_i\rangle=q_i^{-1/2}v_i$ (`heig`), and $X$ is symmetric term by term, so $X$ has the same frame with eigenvalues $q_k^{-1/2}$. Next $XSXv_i=q_i^{-1/2}q_iq_i^{-1/2}v_i=v_i$ (`he`). A matrix that fixes every $v_i$ fixes every $w$ by completeness, hence $XSX=1$. This is the orthonormality of the $\phi_a$, whose overlaps are $(XSX^{\mathsf T})_{ab}$.

```lean
/-- For positive eigenvalues the Loewdin matrix `X` is symmetric with eigenvectors `v k` and
eigenvalues `q_k^(-1/2)`, and `X S X = 1`. -/
theorem invSqrt_spec {S : Matrix n n ℝ} {v : n → n → ℝ} {q : n → ℝ}
    (h : IsEigenframe S v q) (hq : ∀ k, 0 < q k) :
    IsEigenframe (invSqrt v q) v (fun k => (√(q k))⁻¹) ∧
      invSqrt v q * S * invSqrt v q = 1 := by
  have heig : ∀ i, invSqrt v q *ᵥ v i = (√(q i))⁻¹ • v i := by
    intro i
    ext a
    calc (invSqrt v q *ᵥ v i) a = ∑ k, (√(q k))⁻¹ * v k a * (v k ⬝ᵥ v i) := by
          simp only [invSqrt, mulVec, dotProduct, of_apply, Finset.sum_mul, Finset.mul_sum]
          rw [Finset.sum_comm]
          exact Finset.sum_congr rfl fun k _ => Finset.sum_congr rfl fun b _ => by ring
      _ = ((√(q i))⁻¹ • v i) a := by simp [h.orth]
  refine ⟨⟨Matrix.IsSymm.ext fun a b => ?_, heig, h.orth⟩, ?_⟩
  · simp only [invSqrt, of_apply]
    exact Finset.sum_congr rfl fun k _ => by ring
  -- `X S X` fixes every eigenvector, hence every vector
  have he : ∀ i, (invSqrt v q * S * invSqrt v q) *ᵥ v i = v i := by
    intro i
    have hs : √(q i) ≠ 0 := (Real.sqrt_pos.2 (hq i)).ne'
    have hg : (√(q i))⁻¹ * q i * (√(q i))⁻¹ = 1 :=
      calc (√(q i))⁻¹ * q i * (√(q i))⁻¹ = (√(q i))⁻¹ * (√(q i) * √(q i)) * (√(q i))⁻¹ := by
            rw [Real.mul_self_sqrt (hq i).le]
        _ = 1 := by field_simp
    simp only [← mulVec_mulVec, heig, mulVec_smul, h.eig]
    ext a
    simp only [Pi.smul_apply, smul_eq_mul]
    linear_combination v i a * hg
  refine Matrix.toLin'.injective (LinearMap.ext fun w => ?_)
  rw [h.completeness w, map_sum, map_sum]
  refine Finset.sum_congr rfl fun k _ => ?_
  rw [map_smul, map_smul, toLin'_apply, toLin'_apply, he, one_mulVec]
```

## Differentiating the frame

Now $S$, $v_i$, $q_i$ depend on $t$. The hypothesis `h` says that they form an eigenframe for all $t$ in some neighbourhood of $t_0$ (`∀ᶠ t in 𝓝 t₀`), `hS` that each entry $S_{ab}$ has derivative $S'_{ab}$ at $t_0$, and `hv` that each $v_i$ has derivative $v_i'$. The existence of a frame differentiable at $t_0$ is assumed, not derived from `hS`. Differentiability of $q_i$ is not assumed.

The function $\langle v_j,v_i\rangle$ is constant near $t_0$, so
$$\langle v_j',v_i\rangle+\langle v_j,v_i'\rangle=0.$$
The Lean pattern is worth reusing whenever an identity is to be differentiated: obtain the derivative of one side by rules, carry the derivative of the other side over with `congr_of_eventuallyEq`, which needs agreement only near $t_0$, and equate the two with `HasDerivAt.unique` (written `.unique`).

```lean
variable {S : ℝ → Matrix n n ℝ} {S' : Matrix n n ℝ} {v : ℝ → n → n → ℝ} {v' : n → n → ℝ}
  {q : ℝ → n → ℝ} {t₀ : ℝ}

/-- Orthonormality near `t₀` gives `⟨v_j', v_i⟩ + ⟨v_j, v_i'⟩ = 0`. -/
theorem frame_antisymm (h : ∀ᶠ t in 𝓝 t₀, IsEigenframe (S t) (v t) (q t))
    (hv : ∀ i, HasDerivAt (fun t => v t i) (v' i) t₀) (i j : n) :
    v' j ⬝ᵥ v t₀ i + v t₀ j ⬝ᵥ v' i = 0 := by
  have h2 : HasDerivAt (fun t => v t j ⬝ᵥ v t i) 0 t₀ :=
    (hasDerivAt_const t₀ (if j = i then (1 : ℝ) else 0)).congr_of_eventuallyEq
      (h.mono fun t ht => ht.orth j i)
  exact (hasDerivAt_dot (hv j) (hv i)).unique h2
```

For the matrix element of $S$, two uses of the product rule give
$$\langle v_j,Sv_i\rangle'=\langle v_j',Sv_i\rangle+\langle v_j,S'v_i\rangle+\langle v_j,Sv_i'\rangle .$$
The first term is $q_i\langle v_j',v_i\rangle=-q_i\langle v_j,v_i'\rangle$. In the third, symmetry moves $S$ onto $v_j$ and gives $q_j\langle v_j,v_i'\rangle$ (`hl`). Therefore
$$\langle v_j,Sv_i\rangle'=\langle v_j,S'v_i\rangle-(q_i-q_j)\langle v_j,v_i'\rangle .$$
The closing `linear_combination` adds $q_i$ times the antisymmetry relation.

```lean
/-- The matrix element `⟨v_j, S v_i⟩` has derivative
`⟨v_j, S' v_i⟩ - (q_i - q_j) ⟨v_j, v_i'⟩`. -/
theorem hasDerivAt_element (h : ∀ᶠ t in 𝓝 t₀, IsEigenframe (S t) (v t) (q t))
    (hS : ∀ a b, HasDerivAt (fun t => S t a b) (S' a b) t₀)
    (hv : ∀ i, HasDerivAt (fun t => v t i) (v' i) t₀) (i j : n) :
    HasDerivAt (fun t => v t j ⬝ᵥ S t *ᵥ v t i)
      (v t₀ j ⬝ᵥ S' *ᵥ v t₀ i - (q t₀ i - q t₀ j) * (v t₀ j ⬝ᵥ v' i)) t₀ := by
  have h0 := h.self_of_nhds
  have hm : HasDerivAt (fun t => S t *ᵥ v t i) (S' *ᵥ v t₀ i + S t₀ *ᵥ v' i) t₀ :=
    hasDerivAt_pi.2 fun a => hasDerivAt_dot (x := fun t b => S t a b)
      (x' := fun b => S' a b) (hasDerivAt_pi.2 (hS a)) (hv i)
  -- symmetry lets `S` act on `v_j` to the left
  have hl : v t₀ j ⬝ᵥ S t₀ *ᵥ v' i = q t₀ j * (v t₀ j ⬝ᵥ v' i) := by
    rw [dotProduct_mulVec, ← mulVec_transpose, h0.isSymm.eq, h0.eig, smul_dotProduct,
      smul_eq_mul]
  refine (hasDerivAt_dot (hv j) hm).congr_deriv ?_
  simp only [dotProduct_add, hl, h0.eig, dotProduct_smul, smul_eq_mul]
  linear_combination q t₀ i * frame_antisymm h hv i j
```

Near $t_0$ the element equals $q_i\delta_{ij}$. For $j=i$ it is $q_i(t)$ and the second term vanishes, so $q_i$ is differentiable at $t_0$ with
$$q_i'=\langle v_i,S'v_i\rangle .$$
This is the Hellmann–Feynman relation for a finite real symmetric matrix. It also holds at a degeneracy, provided that the $v_i$ are those of the differentiable frame.

```lean
/-- Each eigenvalue is differentiable at `t₀` with `q_i' = ⟨v_i, S' v_i⟩`. -/
theorem eigenvalue_deriv (h : ∀ᶠ t in 𝓝 t₀, IsEigenframe (S t) (v t) (q t))
    (hS : ∀ a b, HasDerivAt (fun t => S t a b) (S' a b) t₀)
    (hv : ∀ i, HasDerivAt (fun t => v t i) (v' i) t₀) (i : n) :
    HasDerivAt (fun t => q t i) (v t₀ i ⬝ᵥ S' *ᵥ v t₀ i) t₀ := by
  have he : (fun t => q t i) =ᶠ[𝓝 t₀] fun t => v t i ⬝ᵥ S t *ᵥ v t i :=
    h.mono fun t ht => by simp [ht.eig, ht.orth, dotProduct_smul]
  exact ((hasDerivAt_element h hS hv i i).congr_of_eventuallyEq he).congr_deriv (by ring)
```

For $j\ne i$ the element vanishes near $t_0$, so
$$\langle v_j,S'v_i\rangle=(q_i-q_j)\langle v_j,v_i'\rangle .$$
When $q_i=q_j$ at $t_0$ this forces $\langle v_j,S'v_i\rangle=0$: a differentiable frame has to diagonalise $S'$ within a degenerate level, so `hv` restricts the choice of eigenvectors there.

```lean
/-- For `j ≠ i`, `⟨v_j, S' v_i⟩ = (q_i - q_j) ⟨v_j, v_i'⟩`. -/
theorem offdiagonal_coupling (h : ∀ᶠ t in 𝓝 t₀, IsEigenframe (S t) (v t) (q t))
    (hS : ∀ a b, HasDerivAt (fun t => S t a b) (S' a b) t₀)
    (hv : ∀ i, HasDerivAt (fun t => v t i) (v' i) t₀) {i j : n} (hij : j ≠ i) :
    v t₀ j ⬝ᵥ S' *ᵥ v t₀ i = (q t₀ i - q t₀ j) * (v t₀ j ⬝ᵥ v' i) := by
  have he : (fun t => v t j ⬝ᵥ S t *ᵥ v t i) =ᶠ[𝓝 t₀] fun _ => (0 : ℝ) :=
    h.mono fun t ht => by simp [ht.eig, ht.orth, dotProduct_smul, hij]
  have := (hasDerivAt_element h hS hv i j).unique
    ((hasDerivAt_const t₀ (0 : ℝ)).congr_of_eventuallyEq he)
  linarith
```

Expand $v_i'=\sum_j\langle v_j,v_i'\rangle v_j$. The antisymmetry relation with $j=i$ reads $2\langle v_i,v_i'\rangle=0$ (`hd`), which removes the term along $v_i$. If $q_j\neq q_i$ at $t_0$ for every $j\neq i$ (`hq`), the remaining coefficients follow by division:
$$v_i'=\sum_{j\ne i}\frac{\langle v_j,S'v_i\rangle}{q_i-q_j}\,v_j .$$
Only level $i$ has to be non-degenerate; the others may coincide among themselves. The sum over $j\neq i$ is `Finset.univ.erase i`. For a single index it is empty and the statement is $v_i'=0$, as it must be for $v_i=\pm1$. The step $\langle v_i,v_i'\rangle=0$ uses real vectors, and complex Hermitian matrices are not covered.

```lean
/-- If `q_i` differs from all other eigenvalues at `t₀`, then
`v_i' = ∑_{j ≠ i} v_j ⟨v_j, S' v_i⟩ / (q_i - q_j)`. -/
theorem eigenvector_deriv (h : ∀ᶠ t in 𝓝 t₀, IsEigenframe (S t) (v t) (q t))
    (hS : ∀ a b, HasDerivAt (fun t => S t a b) (S' a b) t₀)
    (hv : ∀ i, HasDerivAt (fun t => v t i) (v' i) t₀) (i : n)
    (hq : ∀ j, j ≠ i → q t₀ j ≠ q t₀ i) :
    v' i = ∑ j ∈ Finset.univ.erase i,
      ((v t₀ j ⬝ᵥ S' *ᵥ v t₀ i) / (q t₀ i - q t₀ j)) • v t₀ j := by
  -- normalisation removes the component along `v_i`
  have hd : v t₀ i ⬝ᵥ v' i = 0 := by
    have := frame_antisymm h hv i i
    rw [dotProduct_comm (v' i)] at this
    linarith
  calc v' i = ∑ j, (v t₀ j ⬝ᵥ v' i) • v t₀ j := h.self_of_nhds.completeness (v' i)
    _ = _ := by
      rw [← Finset.add_sum_erase _ _ (Finset.mem_univ i), hd, zero_smul, zero_add]
      refine Finset.sum_congr rfl fun j hj => ?_
      have hji : j ≠ i := Finset.ne_of_mem_erase hj
      rw [offdiagonal_coupling h hS hv hji,
        mul_div_cancel_left₀ _ (sub_ne_zero.2 (hq j hji).symm)]
```

Without `hq` the formula can fail. Take $S(t)=1$ in two dimensions with $v_0=(\cos t,\sin t)$, $v_1=(-\sin t,\cos t)$ and $q_0=q_1=1$. All other hypotheses hold at $t_0=0$, and $v_0'=(0,1)$. But $S'=0$, so the coefficient is $0/0$, which Lean evaluates to $0$, and the right-hand side is the zero vector.

## The derivative of the Löwdin matrix

Let $q_k>0$ at $t_0$ for all $k$ and write $s_k=\sqrt{q_k}$. The chain rule gives $(q_k^{-1/2})'=-\langle v_k,S'v_k\rangle/(2s_k^3)$ (`hg`), so each entry of $X$ is a finite sum of products of differentiable functions and has a derivative $X'_{ab}$ (`hd`, `hX`). Each $q_k$ is continuous at $t_0$, so all stay positive nearby (`hpos`), and there $X$ has the frame $v_k$ with eigenvalues $1/s_k$ (`hF`). The two relations above therefore apply to $X$ in place of $S$. On the diagonal,
$$\langle v_i,X'v_i\rangle=(q_i^{-1/2})'=-\frac{\langle v_i,S'v_i\rangle}{s_is_i(s_i+s_i)} .$$
For $j\ne i$ put $c=\langle v_j,v_i'\rangle$. Then
$$\langle v_j,X'v_i\rangle=\Big(\frac1{s_i}-\frac1{s_j}\Big)c=-\frac{(s_i-s_j)\,c}{s_is_j}=-\frac{(s_i^2-s_j^2)\,c}{s_is_j(s_i+s_j)},$$
and $(s_i^2-s_j^2)c=(q_i-q_j)c=\langle v_j,S'v_i\rangle$. Both cases combine into
$$\langle v_j,X'v_i\rangle=-\frac{\langle v_j,S'v_i\rangle}{\sqrt{q_i}\sqrt{q_j}\,(\sqrt{q_i}+\sqrt{q_j})}\quad\text{for all } i,j .$$
The two auxiliary statements named `key` are these algebraic rearrangements. No difference of eigenvalues is divided by, so degenerate levels are allowed. The differentiable frame is still assumed, but as a hypothesis of this proof: $S^{-1/2}$ is differentiable wherever $S$ is differentiable and positive definite. The theorem states that a matrix `X'` exists which is the entrywise derivative of `invSqrt (v t) (q t)` and has these elements in the eigenbasis at $t_0$. For an overlap matrix, positivity of all $q_k$ means that the Fermi orbitals are linearly independent.

```lean
/-- If all eigenvalues are positive at `t₀`, the Loewdin matrix has a derivative `X'` with
`⟨v_j, X' v_i⟩ = -⟨v_j, S' v_i⟩ / (√q_i √q_j (√q_i + √q_j))` for all `i`, `j`. -/
theorem invSqrt_deriv (h : ∀ᶠ t in 𝓝 t₀, IsEigenframe (S t) (v t) (q t))
    (hS : ∀ a b, HasDerivAt (fun t => S t a b) (S' a b) t₀)
    (hv : ∀ i, HasDerivAt (fun t => v t i) (v' i) t₀) (hq : ∀ k, 0 < q t₀ k) :
    ∃ X' : Matrix n n ℝ, (∀ a b, HasDerivAt (fun t => invSqrt (v t) (q t) a b) (X' a b) t₀) ∧
      ∀ i j, v t₀ j ⬝ᵥ X' *ᵥ v t₀ i = -(v t₀ j ⬝ᵥ S' *ᵥ v t₀ i) /
        (√(q t₀ i) * √(q t₀ j) * (√(q t₀ i) + √(q t₀ j))) := by
  have hs : ∀ k, 0 < √(q t₀ k) := fun k => Real.sqrt_pos.2 (hq k)
  have hg : ∀ k, HasDerivAt (fun t => (√(q t k))⁻¹)
      (-((v t₀ k ⬝ᵥ S' *ᵥ v t₀ k) / (2 * √(q t₀ k))) / √(q t₀ k) ^ 2) t₀ :=
    fun k => ((eigenvalue_deriv h hS hv k).sqrt (hq k).ne').inv (hs k).ne'
  have hd : ∀ a b, DifferentiableAt ℝ (fun t => invSqrt (v t) (q t) a b) t₀ := by
    intro a b
    have := (HasDerivAt.fun_sum (u := Finset.univ) fun k _ => (hg k).fun_mul
      ((hasDerivAt_pi.1 (hv k) a).fun_mul (hasDerivAt_pi.1 (hv k) b))).differentiableAt
    exact this
  obtain ⟨X', hX⟩ : ∃ X' : Matrix n n ℝ,
      ∀ a b, HasDerivAt (fun t => invSqrt (v t) (q t) a b) (X' a b) t₀ :=
    ⟨Matrix.of fun a b => deriv (fun t => invSqrt (v t) (q t) a b) t₀,
      fun a b => (hd a b).hasDerivAt⟩
  -- near `t₀` the Loewdin matrix has the same eigenvectors as `S`
  have hpos : ∀ᶠ t in 𝓝 t₀, ∀ k, 0 < q t k := eventually_all.2 fun k =>
    (eigenvalue_deriv h hS hv k).continuousAt.tendsto.eventually (lt_mem_nhds (hq k))
  have hF : ∀ᶠ t in 𝓝 t₀, IsEigenframe (invSqrt (v t) (q t)) (v t) (fun k => (√(q t k))⁻¹) :=
    (h.and hpos).mono fun t ht => (invSqrt_spec ht.1 ht.2).1
  refine ⟨X', hX, fun i j => ?_⟩
  by_cases hij : j = i
  · have key : ∀ a m : ℝ, 0 < a → -(m / (2 * a)) / a ^ 2 = -m / (a * a * (a + a)) := by
      intro a m ha
      field_simp
      ring
    rw [hij, ← key _ _ (hs i)]
    exact (eigenvalue_deriv (S := fun t => invSqrt (v t) (q t))
      (q := fun t k => (√(q t k))⁻¹) hF hX hv i).unique (hg i)
  · have key : ∀ a b c : ℝ, 0 < a → 0 < b →
        (a⁻¹ - b⁻¹) * c = -((a * a - b * b) * c) / (a * b * (a + b)) := by
      intro a b c ha hb
      field_simp
      ring
    have hk := key _ _ (v t₀ j ⬝ᵥ v' i) (hs i) (hs j)
    rw [Real.mul_self_sqrt (hq i).le, Real.mul_self_sqrt (hq j).le] at hk
    rw [offdiagonal_coupling h hS hv hij, ← hk]
    exact offdiagonal_coupling (S := fun t => invSqrt (v t) (q t))
      (q := fun t k => (√(q t k))⁻¹) hF hX hv hij
```

## A rotating frame in two dimensions

The indices of `Fin 2` are $0$ and $1$. The frame is $v_0=(\cos t,\sin t)$, $v_1=(-\sin t,\cos t)$.

```lean
/-- A two-dimensional orthonormal frame rotated by the angle `t`. -/
def rotV (t : ℝ) : Fin 2 → Fin 2 → ℝ := ![![Real.cos t, Real.sin t], ![-Real.sin t, Real.cos t]]
```

The matrix is $S=v_0v_0^{\mathsf T}+(2+t)\,v_1v_1^{\mathsf T}$ written out by entries. Its diagonal is not all ones, so it is a model matrix and not an overlap of normalised orbitals.

```lean
/-- A symmetric two by two matrix depending on the angle `t`. -/
def rotS (t : ℝ) : Matrix (Fin 2) (Fin 2) ℝ :=
  !![Real.cos t ^ 2 + (2 + t) * Real.sin t ^ 2, -((1 + t) * Real.cos t * Real.sin t);
    -((1 + t) * Real.cos t * Real.sin t), Real.sin t ^ 2 + (2 + t) * Real.cos t ^ 2]
```

The last theorem states that this is an eigenframe with $q_0=1$, $q_1=2+t$ for every $t$, and that matrix and frame are differentiable at $t=0$. The eigenvector and orthonormality equations reduce to multiples of $\sin^2t+\cos^2t=1$ or to ring identities, and `fun_prop` and `simp` handle differentiability.

```lean
/-- For all `t` the rotating frame diagonalises `rotS t` with eigenvalues `1` and `2 + t`, and
both matrix and frame are differentiable at `t = 0`. -/
theorem rotating_frame_witness :
    (∀ t, IsEigenframe (rotS t) (rotV t) ![1, 2 + t]) ∧
      (∀ a b, DifferentiableAt ℝ (fun t => rotS t a b) 0) ∧
      ∀ i, DifferentiableAt ℝ (fun t => rotV t i) 0 := by
  refine ⟨fun t => ?_, fun a b => ?_, fun i => differentiableAt_pi.2 fun a => ?_⟩
  · have h := Real.sin_sq_add_cos_sq t
    refine ⟨Matrix.IsSymm.ext fun a b => ?_, fun i => ?_, fun i j => ?_⟩
    · fin_cases a <;> fin_cases b <;> simp [rotS]
    · ext a
      fin_cases i <;> fin_cases a <;>
        simp [rotS, rotV, mulVec, dotProduct, Fin.sum_univ_succ] <;>
        first
          | linear_combination Real.cos t * h
          | linear_combination Real.sin t * h
          | linear_combination (-(2 + t) * Real.sin t) * h
          | linear_combination ((2 + t) * Real.sin t) * h
          | linear_combination ((2 + t) * Real.cos t) * h
    · fin_cases i <;> fin_cases j <;> simp [rotV, dotProduct, Fin.sum_univ_succ] <;>
        first
          | linear_combination h
          | ring
  · fin_cases a <;> fin_cases b <;> simp [rotS] <;> fun_prop
  · fin_cases i <;> fin_cases a <;> simp [rotV]

end

end FermiLowdinResponse
```

```lean
#print axioms FermiLowdinResponse.eigenvector_deriv
-- 'FermiLowdinResponse.eigenvector_deriv' depends on axioms: [propext, Classical.choice, Quot.sound]
#print axioms FermiLowdinResponse.invSqrt_deriv
-- 'FermiLowdinResponse.invSqrt_deriv' depends on axioms: [propext, Classical.choice, Quot.sound]
```

The numbers that follow, like the counter-example above, were worked on paper and not in Lean. At $t_0=0$,
$$S=\begin{pmatrix}1&0\\0&2\end{pmatrix},\qquad S'=\begin{pmatrix}0&-1\\-1&1\end{pmatrix},\qquad v_0=(1,0),\quad v_1=(0,1).$$
The eigenvalue formula gives $q_0'=0$ and $q_1'=1$, matching $1$ and $2+t$. The eigenvector formula gives $v_0'=\frac{-1}{1-2}v_1=(0,1)$ and $v_1'=\frac{-1}{2-1}v_0=(-1,0)$, the derivatives of the rotating vectors. For the Löwdin matrix, $X'_{00}=0$, $X'_{11}=-1/(4\sqrt2)\approx-0.177$ and $X'_{01}=X'_{10}=1/(2+\sqrt2)=1-1/\sqrt2\approx0.293$. The last value agrees with differentiating $X_{01}=\cos t\,\sin t\,\bigl(1-(2+t)^{-1/2}\bigr)$ directly.

An easy mistake is to differentiate $S^{-1/2}$ like a scalar and write $X'=-\tfrac12S^{-3/2}S'$. Here that gives the right diagonal but off-diagonal entries $0.5$ and $0.177$: not symmetric, and neither equal to $0.293$. The scalar rule fails because $S$ and $S'$ do not commute.
